# When a pseudo-wavefunction φ = ψ + Pa satisfies the pseudopotential equation: exactly if PTφ = τPφ

Let `T` and `V` be linear operators defined on all of a complex inner product space, and let `P` be an idempotent that commutes with `T + V` and plays the part of the projector onto the core. Given `(T + V) ψ = E ψ` and `P ψ = 0`, the theorem takes any φ that differs from ψ by a vector in the range of `P`, and any complex number τ. It says that φ solves the equation with `V` replaced by the pseudopotential `(1 - P) V + (E - τ) P`, at the same `E`, exactly when `P T φ = τ P φ`. Neither ψ nor φ need be normalised, and `P` need not be an orthogonal projector. The proof first shows in `h2` that `φ - P φ`, which is ψ, obeys the original equation, and from this gets in `key` that the two sides of the pseudopotential equation differ by `P T φ - τ P φ`.

The failing Lean file:

```lean
import Mathlib

open scoped InnerProductSpace

namespace PseudoEquationIff

noncomputable section

variable {F : Type*} [NormedAddCommGroup F] [InnerProductSpace ℂ F]
variable {T V P : F →ₗ[ℂ] F} {ψ φ : F}

/-- The pseudopotential `(1 - P) V + (E - τ) P`. -/
def pseudopotential (V P : F →ₗ[ℂ] F) (E τ : ℂ) : F →ₗ[ℂ] F :=
  (LinearMap.id - P) ∘ₗ V + (E - τ) • P

/-- Let the idempotent `P` commute with `T + V`, let `(T + V) ψ = E ψ` and `P ψ = 0`. For `φ` in
`ψ + range P` and any number `τ`, the pseudopotential equation with `τ` holds exactly when
`P T φ = τ P φ`. -/
theorem pseudo_equation_iff {E : ℂ} (τ : ℂ) (hPP : ∀ x, P (P x) = P x)
    (hcomm : ∀ x, P ((T + V) x) = (T + V) (P x)) (hH : (T + V) ψ = E • ψ)
    (hψ : P ψ = 0) (hφ : ∃ a, φ = ψ + P a) :
    T φ + pseudopotential V P E τ φ = E • φ ↔ P (T φ) = τ • P φ := by
  obtain ⟨a, ha⟩ := hφ
  have h1 : P φ = P a := by rw [ha, map_add, hψ, hPP, zero_add]
  have h4 : φ - P φ = ψ := by rw [h1, ha, add_sub_cancel_right]
  -- outside the core, `φ` obeys the original Schrödinger equation
  have h2 : T φ + V φ - (P (T φ) + P (V φ)) = E • (φ - P φ) := by
    have h3 := hcomm φ
    simp only [LinearMap.add_apply, map_add] at h3
    rw [h4, ← hH, h3, ← h4]
    simp only [LinearMap.add_apply, map_sub]
    abel
  have key : T φ + pseudopotential V P E τ φ - E • φ = P (T φ) - τ • P φ := by
    simp only [pseudopotential, LinearMap.add_apply, LinearMap.comp_apply,
      LinearMap.sub_apply, LinearMap.id_apply, LinearMap.smul_apply]
    linear_combination (norm := module) h2
  constructor
  · intro h
    exact sub_eq_zero.1 (key.symm.trans (sub_eq_zero.2 h))
  · intro h
    exact sub_eq_zero.1 (key.trans (sub_eq_zero.2 h))

end

end PseudoEquationIff
```

Lean reports:

```
Main.lean:32:4: error: No goals to be solved
```

The message "No goals to be solved" points at `abel`, the last line in the proof of `h2`: the `simp only` before it had already finished that proof.

After the `rw`, the left side is `T φ + V φ - (T (P φ) + V (P φ))` and the right side is `(T + V) (φ - P φ)`. What `simp only` makes of the right side depends on which lemma it uses first. With `LinearMap.add_apply` first, the terms would come out grouped as `T φ - T (P φ) + (V φ - V (P φ))`, and `abel` would be needed to regroup them. Since the goal was closed, `map_sub` must have come first, splitting the difference while `T + V` was still whole. `LinearMap.add_apply` then gives exactly the left side, and `simp only` closes the goal because the two sides are identical.

In Lean a tactic such as `abel` fails when there is no goal left, so the diff deletes that line. The mathematics was sound and is unchanged.

Fix (accepted with no message):

```diff
@@ -30,5 +30,4 @@
     rw [h4, ← hH, h3, ← h4]
     simp only [LinearMap.add_apply, map_sub]
-    abel
   have key : T φ + pseudopotential V P E τ φ - E • φ = P (T φ) - τ • P φ := by
     simp only [pseudopotential, LinearMap.add_apply, LinearMap.comp_apply,
```
